# No orthonormal set of real orbitals is closer in Frobenius norm than the polar factor

For a single real orbital with coefficient vector s u in an orthonormal basis, where u is a unit vector and s ≥ 0, every unit vector p satisfies

‖s u − p‖² = (s − 1)² + s ‖u − p‖²,

so no unit vector is closer to s u than u itself. The Lean file below treats a matrix X = U diag(s) Vᵀ, where U has orthonormal columns, V is a square orthogonal matrix and all s_j ≥ 0. Multiplication by V turns the columns into s_j u_j, the identity is summed over them, and the result is that no matrix with orthonormal columns is closer to X than the polar factor U Vᵀ.

```lean
import Mathlib

open Matrix

namespace PolarFactorOptimality

noncomputable section

variable {m n : Type*} [Fintype m] [Fintype n] [DecidableEq n]

/-- The squared Frobenius norm: the sum of the squares of all orbital coefficients. -/
def frobSq {m n : Type*} [Fintype m] [Fintype n] (A : Matrix m n ℝ) : ℝ :=
  ∑ j, ∑ i, A i j ^ 2

/-- The Frobenius norm of a real coefficient matrix. -/
def frobNorm {m n : Type*} [Fintype m] [Fintype n] (A : Matrix m n ℝ) : ℝ :=
  Real.sqrt (frobSq A)

/-- The columns of `Q` (the orbitals) are orthonormal. -/
def OrthonormalColumns {m n : Type*} [Fintype m] [DecidableEq n]
    (Q : Matrix m n ℝ) : Prop :=
  Qᵀ * Q = 1

/-- Mixing orthonormal orbitals by an orthogonal matrix gives orthonormal orbitals. -/
theorem OrthonormalColumns.mix {Q : Matrix m n ℝ} {V : Matrix n n ℝ}
    (hQ : OrthonormalColumns Q) (hV : OrthonormalColumns V) :
    OrthonormalColumns (Q * V) := by
  unfold OrthonormalColumns at *
  rw [Matrix.transpose_mul, Matrix.mul_assoc, ← Matrix.mul_assoc Qᵀ Q V, hQ,
    Matrix.one_mul, hV]

/-- The squared Frobenius norm is unchanged when the orbitals are mixed by an orthogonal matrix. -/
theorem frobSq_mix (A : Matrix m n ℝ) {V : Matrix n n ℝ} (hV : OrthonormalColumns V) :
    frobSq (A * V) = frobSq A := by
  have htr : ∀ B : Matrix m n ℝ, frobSq B = Matrix.trace (Bᵀ * B) := by
    intro B
    simp [frobSq, Matrix.trace, Matrix.mul_apply, pow_two]
  have hV' : V * Vᵀ = 1 := mul_eq_one_comm.mp hV
  -- cyclicity of the trace brings `V` and its transpose together
  rw [htr, htr, Matrix.transpose_mul, Matrix.mul_assoc, Matrix.trace_mul_comm Vᵀ,
    Matrix.mul_assoc, Matrix.mul_assoc, hV', Matrix.mul_one]

omit [Fintype n] in
/-- Each orbital of an orthonormal set has unit norm. -/
theorem OrthonormalColumns.unit {Q : Matrix m n ℝ} (hQ : OrthonormalColumns Q) (j : n) :
    ∑ i, Q i j ^ 2 = 1 := by
  have h := congrFun (congrFun hQ j) j
  rw [Matrix.mul_apply, Matrix.one_apply_eq] at h
  rw [← h]
  exact Finset.sum_congr rfl fun i _ => by rw [Matrix.transpose_apply, pow_two]

/-- Squared distance from `X = U diag(s) Vᵀ` to an orthonormal set `Q`, for real `s_j` of any sign:
the sum of `(s_j - 1)²`, plus the squared deviations of the columns of `Q V` from those of `U`,
weighted by the `s_j`. -/
theorem distance_sq {U Q : Matrix m n ℝ} {V : Matrix n n ℝ} (s : n → ℝ)
    (hU : OrthonormalColumns U) (hV : OrthonormalColumns V) (hQ : OrthonormalColumns Q) :
    frobSq (U * diagonal s * Vᵀ - Q) =
      ∑ j, (s j - 1) ^ 2 + ∑ j, s j * ∑ i, (U i j - (Q * V) i j) ^ 2 := by
  have hV' : Vᵀ * V = 1 := hV
  have hP := hQ.mix hV
  rw [← frobSq_mix _ hV, Matrix.sub_mul, Matrix.mul_assoc (U * diagonal s) Vᵀ V, hV',
    Matrix.mul_one]
  generalize Q * V = P at hP ⊢
  unfold frobSq
  rw [← Finset.sum_add_distrib]
  refine Finset.sum_congr rfl fun j _ => ?_
  -- split the square so that only unit norms and the deviation remain
  have key : ∑ i, (U * diagonal s - P) i j ^ 2 =
      s j * ∑ i, (U i j - P i j) ^ 2 + (s j ^ 2 - s j) * ∑ i, U i j ^ 2
        + (1 - s j) * ∑ i, P i j ^ 2 := by
    rw [Finset.mul_sum, Finset.mul_sum, Finset.mul_sum, ← Finset.sum_add_distrib,
      ← Finset.sum_add_distrib]
    refine Finset.sum_congr rfl fun i _ => ?_
    rw [Matrix.sub_apply, Matrix.mul_diagonal]
    ring
  rw [key, hU.unit j, hP.unit j]
  ring

/-- For real `s_j` of any sign, the squared distance from `X = U diag(s) Vᵀ` to `U Vᵀ` is the sum of
`(s_j - 1)²`. -/
theorem polar_distance_sq {U : Matrix m n ℝ} {V : Matrix n n ℝ} (s : n → ℝ)
    (hU : OrthonormalColumns U) (hV : OrthonormalColumns V) :
    frobSq (U * diagonal s * Vᵀ - U * Vᵀ) = ∑ j, (s j - 1) ^ 2 := by
  have hV' : Vᵀ * V = 1 := hV
  have hVt : OrthonormalColumns Vᵀ := by
    unfold OrthonormalColumns
    rw [Matrix.transpose_transpose]
    exact mul_eq_one_comm.mp hV'
  rw [distance_sq s hU hV (hU.mix hVt), Matrix.mul_assoc U Vᵀ V, hV', Matrix.mul_one]
  simp

/-- Optimality of the polar factor: no orthonormal set `Q` is closer in Frobenius norm to the
orbitals `X = U diag(s) Vᵀ` with `s ≥ 0` than `U Vᵀ` is. -/
theorem polar_factor_optimal {U Q : Matrix m n ℝ} {V : Matrix n n ℝ} {s : n → ℝ}
    (hU : OrthonormalColumns U) (hV : OrthonormalColumns V) (hs : ∀ j, 0 ≤ s j)
    (hQ : OrthonormalColumns Q) :
    frobNorm (U * diagonal s * Vᵀ - U * Vᵀ) ≤ frobNorm (U * diagonal s * Vᵀ - Q) := by
  unfold frobNorm
  apply Real.sqrt_le_sqrt
  rw [polar_distance_sq s hU hV, distance_sq s hU hV hQ]
  have h : 0 ≤ ∑ j, s j * ∑ i, (U i j - (Q * V) i j) ^ 2 :=
    Finset.sum_nonneg fun j _ =>
      mul_nonneg (hs j) (Finset.sum_nonneg fun i _ => sq_nonneg _)
  linarith

/-- If all singular values are positive (linearly independent orbitals), an orthonormal set `Q` is
at the same distance from `X = U diag(s) Vᵀ` as the polar factor `U Vᵀ` exactly when `Q = U Vᵀ`. -/
theorem polar_factor_unique {U Q : Matrix m n ℝ} {V : Matrix n n ℝ} {s : n → ℝ}
    (hU : OrthonormalColumns U) (hV : OrthonormalColumns V) (hs : ∀ j, 0 < s j)
    (hQ : OrthonormalColumns Q) :
    frobNorm (U * diagonal s * Vᵀ - Q) = frobNorm (U * diagonal s * Vᵀ - U * Vᵀ) ↔
      Q = U * Vᵀ := by
  constructor
  · intro h
    have nonneg : ∀ A : Matrix m n ℝ, 0 ≤ frobSq A := fun A =>
      Finset.sum_nonneg fun j _ => Finset.sum_nonneg fun i _ => sq_nonneg _
    unfold frobNorm at h
    rw [Real.sqrt_inj (nonneg _) (nonneg _), polar_distance_sq s hU hV,
      distance_sq s hU hV hQ] at h
    have h0 : ∑ j, s j * ∑ i, (U i j - (Q * V) i j) ^ 2 = 0 := by linarith
    rw [Finset.sum_eq_zero_iff_of_nonneg (fun j _ =>
      mul_nonneg (hs j).le (Finset.sum_nonneg fun i _ => sq_nonneg _))] at h0
    -- every weighted deviation vanishes, so the two sets of columns coincide
    have hUQ : U = Q * V := by
      ext i j
      have h1 := (mul_eq_zero.mp (h0 j (Finset.mem_univ j))).resolve_left (hs j).ne'
      rw [Finset.sum_eq_zero_iff_of_nonneg (fun i _ => sq_nonneg _)] at h1
      exact sub_eq_zero.mp (pow_eq_zero_iff two_ne_zero |>.mp (h1 i (Finset.mem_univ i)))
    have hV' : V * Vᵀ = 1 := mul_eq_one_comm.mp hV
    rw [hUQ, Matrix.mul_assoc, hV', Matrix.mul_one]
  · intro h
    rw [h]

/-- Signs that reverse the single direction `k` and keep all others. -/
def flipSign (k : n) (j : n) : ℝ := if j = k then -1 else 1

/-- For real `s_j` of any sign, reversing column `k` of `U` in the product `U Vᵀ` gives a matrix
with orthonormal columns, whose squared distance from `X = U diag(s) Vᵀ` equals that of `U Vᵀ` plus
`4 s_k`. -/
theorem flipped_distance_sq {U : Matrix m n ℝ} {V : Matrix n n ℝ} (s : n → ℝ) (k : n)
    (hU : OrthonormalColumns U) (hV : OrthonormalColumns V) :
    OrthonormalColumns (U * diagonal (flipSign k) * Vᵀ) ∧
      frobSq (U * diagonal s * Vᵀ - U * diagonal (flipSign k) * Vᵀ) =
        frobSq (U * diagonal s * Vᵀ - U * Vᵀ) + 4 * s k := by
  have hV' : Vᵀ * V = 1 := hV
  have hVt : OrthonormalColumns Vᵀ := by
    unfold OrthonormalColumns
    rw [Matrix.transpose_transpose]
    exact mul_eq_one_comm.mp hV'
  have hD : OrthonormalColumns (diagonal (flipSign k)) := by
    have h : (fun j => flipSign k j * flipSign k j) = fun _ => (1 : ℝ) := by
      funext j
      by_cases hj : j = k <;> simp [flipSign, hj]
    unfold OrthonormalColumns
    rw [Matrix.diagonal_transpose, Matrix.diagonal_mul_diagonal, h, Matrix.diagonal_one]
  have hF := (hU.mix hD).mix hVt
  refine ⟨hF, ?_⟩
  rw [distance_sq s hU hV hF, polar_distance_sq s hU hV,
    Matrix.mul_assoc (U * diagonal (flipSign k)) Vᵀ V, hV', Matrix.mul_one]
  congr 1
  -- only column `k` deviates, and it does so by twice a unit vector
  have hcol : ∀ j, s j * ∑ i, (U i j - (U * diagonal (flipSign k)) i j) ^ 2 =
      if j = k then 4 * s k else 0 := by
    intro j
    have h1 : ∑ i, (U i j - (U * diagonal (flipSign k)) i j) ^ 2 =
        (1 - flipSign k j) ^ 2 * ∑ i, U i j ^ 2 := by
      rw [Finset.mul_sum]
      refine Finset.sum_congr rfl fun i _ => ?_
      rw [Matrix.mul_diagonal]
      ring
    rw [h1, hU.unit j]
    by_cases hj : j = k
    · subst hj
      simp only [flipSign, if_true]
      ring
    · simp [flipSign, hj]
  rw [Finset.sum_congr rfl fun j _ => hcol j]
  simp

/-- An explicit 3 × 2 matrix and an explicit 2 × 2 matrix both have orthonormal columns. -/
theorem orthonormalColumns_witness :
    OrthonormalColumns (!![3/5, 0; 4/5, 0; 0, 1] : Matrix (Fin 3) (Fin 2) ℝ) ∧
      OrthonormalColumns (!![3/5, -4/5; 4/5, 3/5] : Matrix (Fin 2) (Fin 2) ℝ) := by
  constructor <;> unfold OrthonormalColumns <;> ext i j <;> fin_cases i <;> fin_cases j <;>
    norm_num [Matrix.mul_apply, Fin.sum_univ_succ]

end

end PolarFactorOptimality
```

```lean
#print axioms PolarFactorOptimality.polar_factor_optimal
#print axioms PolarFactorOptimality.polar_factor_unique
#print axioms PolarFactorOptimality.flipped_distance_sq
```

```
'PolarFactorOptimality.polar_factor_optimal' depends on axioms: [propext, Classical.choice, Quot.sound]
'PolarFactorOptimality.polar_factor_unique' depends on axioms: [propext, Classical.choice, Quot.sound]
'PolarFactorOptimality.flipped_distance_sq' depends on axioms: [propext, Classical.choice, Quot.sound]
```

## From one orbital to a set

The columns of X are the coefficient vectors of real orbitals in an orthonormal basis. The row index i runs over basis functions and the column index j over orbitals. The Frobenius norm ‖A‖ of a matrix A is the square root of the sum of its squared entries, so ‖X − Q‖² adds up the squared changes of all orbitals when X is replaced by Q. Orthonormality of the columns of Q is the condition QᵀQ = 1.

The identity for one orbital follows by expanding both squares. Since u and p have unit length,

‖s u − p‖² = s² − 2s u·p + 1

‖u − p‖² = 2 − 2 u·p.

Multiplying the second line by s and adding (s − 1)² gives s² − 2s u·p + 1, which is the first line.

For several orbitals the factor Vᵀ is removed first. Multiplying a matrix A from the right by V leaves its norm unchanged, because the trace is cyclic and V Vᵀ = 1:

‖A V‖² = tr(VᵀAᵀA V) = tr(AᵀA V Vᵀ) = tr(AᵀA) = ‖A‖².

Take A = X − Q and write P = Q V. Because VᵀV = 1,

(X − Q) V = U diag(s) − P.

The columns of P are again orthonormal, since PᵀP = VᵀQᵀQ V = VᵀV = 1. Column j of the difference is s_j u_j − p_j, where u_j and p_j are the columns of U and P, both of unit length. Summing the identity for one orbital over j gives

‖X − Q‖² = Σ_j (s_j − 1)² + Σ_j s_j ‖u_j − p_j‖².

The first sum doesn't depend on Q. For Q = U Vᵀ, which has orthonormal columns because V Vᵀ = 1, we get P = U VᵀV = U and the second sum vanishes:

‖X − U Vᵀ‖² = Σ_j (s_j − 1)².

For every other Q the second sum is at least zero, because each s_j is. Taking square roots gives ‖X − U Vᵀ‖ ≤ ‖X − Q‖.

If all s_j are positive, equality forces ‖u_j − p_j‖ = 0 for every j. Then Q V = U, and multiplication by Vᵀ from the right gives Q = U Vᵀ. The closest orthonormal set is therefore unique when the orbitals in X are linearly independent.

## What the signs of the s_j decide

Let F be U Vᵀ with one singular direction k reversed, that is, F = U D Vᵀ, where D is diagonal with −1 at position k and 1 elsewhere. Its columns are orthonormal, and F V = U D differs from U only in column k, where u_k has become −u_k. That deviation has squared length ‖2u_k‖² = 4, so

‖X − F‖² = ‖X − U Vᵀ‖² + 4 s_k.

For s_k = 0 the two sets are different but equally distant, and uniqueness fails. This is the case of linearly dependent orbitals, in which X leaves the direction u_k partly undetermined. For s_k < 0 the reversed set is closer than U Vᵀ. The factorisation is then not a singular value decomposition, and U Vᵀ is not the polar factor of X, because the minus sign should have been absorbed into U or V.

## Two orbitals in a three-function basis

With columns numbered from 0, as in Lean's `Fin 2`, take

u_0 = (3/5, 4/5, 0), u_1 = (0, 0, 1), s_0 = 2, s_1 = 1/2,

and let V have the rows (3/5, −4/5) and (4/5, 3/5). The rows of X are then

(18/25, 24/25), (24/25, 32/25), (−2/5, 3/10),

and those of U Vᵀ are

(9/25, 12/25), (12/25, 16/25), (−4/5, 3/5).

The rows of the difference are (9/25, 12/25), (12/25, 16/25) and (2/5, −3/10). The squares in the first two rows add up to 1 and those in the third to 1/4, so the squared distance is 5/4. The formula gives the same value, (2 − 1)² + (1/2 − 1)² = 5/4.

The set Q = U is also orthonormal. Both columns of U V deviate from those of U by a squared length of 4/5, so the squared distance from X rises by 2 · 4/5 + 1/2 · 4/5 = 2, to 13/4.

## How the Lean statements map to orbitals

The finite types `m` and `n` label basis functions and orbitals. A `Matrix m n ℝ` is a real coefficient matrix, `frobSq` is the squared Frobenius norm and `frobNorm` its square root. The predicate `OrthonormalColumns Q` says `Qᵀ * Q = 1`. For the square matrix `V` this is the same as being orthogonal, and if `m` and `n` are the same type, `U` and `Q` are orthogonal matrices too. Rectangular matrices cover the usual situation of fewer orbitals than basis functions.

The main theorem, `polar_factor_optimal`, reads: if `U` and `Q` have orthonormal columns, `V` is orthogonal and every `s j` is nonnegative, then the distance from `U * diagonal s * Vᵀ` to `U * Vᵀ` is at most its distance to `Q`. The theorem `polar_factor_unique` assumes `0 < s j` for every `j` and states that the two distances are equal exactly when `Q = U * Vᵀ`.

The orbitals enter in factored form. That every coefficient matrix with no more orbitals than basis functions has such a factorisation with nonnegative s_j is the singular value decomposition, which is taken as the starting point here. The basis is finite and orthonormal, and the coefficients are real. In a basis of overlapping atomic functions, the sum of squared coefficients would no longer be the squared length of an orbital, and the overlap matrix would have to enter both the norm and the orthonormality condition.

An iteration that keeps U and V and drives every singular value to 1 ends at U Vᵀ, so for real orbitals in a finite orthonormal basis its limit is an orthonormal set with the smallest total squared change. Whether a particular iteration converges is a separate question. The minimum also concerns the total over all orbitals: another orthonormalisation may change one chosen orbital less, at the expense of the others.

## How the proof follows the algebra

The lemma `OrthonormalColumns.mix` is the computation PᵀP = 1, and `frobSq_mix` is the invariance of the norm. The latter first rewrites `frobSq` as a trace and then uses cyclicity through `Matrix.trace_mul_comm`. It needs `V * Vᵀ = 1`, whereas the hypothesis supplies `Vᵀ * V = 1`; `mul_eq_one_comm` passes from one to the other, which is legitimate because V is square and finite. The lemma `OrthonormalColumns.unit` reads the diagonal entries of QᵀQ = 1 as unit norms.

The exact distance formula is `distance_sq`, which holds for real `s` of any sign. After the multiplication by V, the product `Q * V` is replaced by a general matrix `P` with orthonormal columns. The step `key` then splits the square before any unit norm is used:

‖s_j u_j − p_j‖² = s_j ‖u_j − p_j‖² + (s_j² − s_j) ‖u_j‖² + (1 − s_j) ‖p_j‖².

This is an identity entry by entry, and `ring` proves it in that form. Setting both norms to 1 turns the last two terms into (s_j − 1)².

Inserting Q = U Vᵀ into the formula gives `polar_distance_sq`. For optimality, `Real.sqrt_le_sqrt` reduces the claim to squared distances, the two formulas are substituted, and what remains is that the weighted sum of deviations is nonnegative. For uniqueness, equal distances make that sum zero. A sum of nonnegative terms vanishes only if each term does, and since `s j` is positive, each deviation must be zero, entry by entry. This yields `U = Q * V` and then `Q = U * Vᵀ`.

The reversed set is treated in `flipped_distance_sq`, where `flipSign k` holds the diagonal of D. The step `hcol` shows that column `k` contributes `4 * s k` and every other column nothing. Finally, `orthonormalColumns_witness` checks orthonormality for the matrices U and V of the numerical example.

## The farthest orthonormal set

The same expansion with the opposite sign gives, for unit vectors u and p,

‖s u − p‖² = (s + 1)² − s ‖u + p‖².

Summed over the columns as before, it becomes

‖X − Q‖² = Σ_j (s_j + 1)² − Σ_j s_j ‖u_j + p_j‖².

With all s_j ≥ 0, the distance is largest when P = −U, that is, for Q = −U Vᵀ. These are the orbitals of the polar factor with every sign reversed, so they describe the same physical states: the Frobenius distance compares coefficient vectors, and a change of sign counts as a change. This companion result rests on the short derivation given here and does not appear in the Lean file. In the numerical example the largest squared distance is 3² + (3/2)² = 45/4, compared with the smallest value of 5/4.
